# Positive level weights order the occupations in a partly filled, number-projected geminal state

Let M levels have weights w_k > 0, and draw an n-subset of them with probability proportional to the product of its weights. The occupation of a level is the probability that the subset contains it. In a diagonal geminal state projected on n pairs, w_k is the squared modulus of the pair amplitude of level k. For 1 ≤ n < M the level occupations sum to n, and level i is strictly less occupied than level j exactly when w_i < w_j.

In Lean 4 with Mathlib:

```lean
import Mathlib

open Finset

namespace GeminalOccupations

noncomputable section

variable {ι : Type*} [Fintype ι] [DecidableEq ι]

/-- The sum over all `n`-subsets of levels of the product of their weights. -/
def totalWeight (w : ι → ℝ) (n : ℕ) : ℝ :=
  ∑ S ∈ powersetCard n (univ : Finset ι), ∏ k ∈ S, w k

/-- The part of the total weight that comes from `n`-subsets containing level `i`. -/
def occupiedWeight (w : ι → ℝ) (n : ℕ) (i : ι) : ℝ :=
  ∑ S ∈ powersetCard n (univ : Finset ι) with i ∈ S, ∏ k ∈ S, w k

/-- The occupation of level `i`: the probability that a random `n`-subset, drawn in proportion to
the product of its weights, contains `i`. Its domain is nonnegative weights with nonzero total
weight. -/
def occupation (w : ι → ℝ) (n : ℕ) (i : ι) : ℝ :=
  occupiedWeight w n i / totalWeight w n

/-- The summed weight of the `m`-subsets that avoid both levels `i` and `j`. -/
def spectatorWeight (w : ι → ℝ) (m : ℕ) (i j : ι) : ℝ :=
  ∑ T ∈ powersetCard m ((univ : Finset ι) \ {i, j}), ∏ k ∈ T, w k

omit [DecidableEq ι] in
/-- With positive weights and no more particles than levels, the total weight is positive. -/
theorem totalWeight_pos {w : ι → ℝ} (hw : ∀ k, 0 < w k) {n : ℕ}
    (hn : n ≤ Fintype.card ι) : 0 < totalWeight w n := by
  unfold totalWeight
  exact sum_pos (fun S _ => prod_pos fun k _ => hw k)
    (powersetCard_nonempty.2 (by rwa [card_univ]))

/-- For positive weights and `n` at most the number of levels, the occupations sum to `n`. -/
theorem sum_occupation {w : ι → ℝ} (hw : ∀ k, 0 < w k) {n : ℕ}
    (hn : n ≤ Fintype.card ι) : ∑ i, occupation w n i = n := by
  have hZ := totalWeight_pos hw hn
  -- exchanging the sums, every subset is counted once for each of its `n` levels
  have h : ∑ i, occupiedWeight w n i = n * totalWeight w n := by
    simp only [occupiedWeight, totalWeight, sum_filter]
    rw [sum_comm, mul_sum]
    refine sum_congr rfl fun S hS => ?_
    rw [sum_ite_mem, univ_inter, sum_const, (mem_powersetCard.1 hS).2, nsmul_eq_mul]
  unfold occupation
  rw [← sum_div, h, mul_div_assoc, div_self hZ.ne', mul_one]

/-- For distinct levels, the subsets of `m + 1` levels that contain `j` but not `i` have summed
weight `w j` times the weight of the `m` spectators. -/
theorem exclusive_weight (w : ι → ℝ) (m : ℕ) {i j : ι} (hij : i ≠ j) :
    ∑ S ∈ powersetCard (m + 1) (univ : Finset ι) with j ∈ S ∧ i ∉ S, ∏ k ∈ S, w k
      = w j * spectatorWeight w m i j := by
  have key : ∀ T ∈ powersetCard m ((univ : Finset ι) \ {i, j}),
      i ∉ T ∧ j ∉ T ∧ T.card = m := by
    intro T hT
    obtain ⟨hs, hc⟩ := mem_powersetCard.1 hT
    refine ⟨fun h => ?_, fun h => ?_, hc⟩
    · have := hs h
      simp at this
    · have := hs h
      simp at this
  unfold spectatorWeight
  rw [mul_sum]
  -- removing `j` is a bijection onto the spectator subsets
  refine sum_nbij' (fun S => S.erase j) (fun T => insert j T) ?_ ?_ ?_ ?_ ?_
  · intro S hS
    obtain ⟨hS1, hj, hi⟩ := mem_filter.1 hS
    have hc := (mem_powersetCard.1 hS1).2
    have he := card_erase_of_mem hj
    refine mem_powersetCard.2 ⟨subset_iff.2 fun k hk => ?_, by omega⟩
    have hk' := mem_erase.1 hk
    simp only [mem_sdiff, mem_univ, mem_insert, mem_singleton, true_and, not_or]
    exact ⟨fun h => hi (h ▸ hk'.2), hk'.1⟩
  · intro T hT
    obtain ⟨hi, hj, hc⟩ := key T hT
    refine mem_filter.2 ⟨mem_powersetCard.2 ⟨subset_univ _, ?_⟩, mem_insert_self j T, ?_⟩
    · rw [card_insert_of_notMem hj, hc]
    · simp [hij, hi]
  · intro S hS
    exact insert_erase (mem_filter.1 hS).2.1
  · intro T hT
    exact erase_insert (key T hT).2.1
  · intro S hS
    exact (mul_prod_erase S w (mem_filter.1 hS).2.1).symm

/-- For distinct levels, the difference of the occupied weights is the difference of the level
weights times the spectator weight. -/
theorem occupiedWeight_sub (w : ι → ℝ) (m : ℕ) {i j : ι} (hij : i ≠ j) :
    occupiedWeight w (m + 1) j - occupiedWeight w (m + 1) i
      = (w j - w i) * spectatorWeight w m i j := by
  have split : ∀ a b : ι, occupiedWeight w (m + 1) a
      = ∑ S ∈ powersetCard (m + 1) (univ : Finset ι) with a ∈ S ∧ b ∈ S, ∏ k ∈ S, w k
        + ∑ S ∈ powersetCard (m + 1) (univ : Finset ι) with a ∈ S ∧ b ∉ S, ∏ k ∈ S, w k := by
    intro a b
    unfold occupiedWeight
    rw [← sum_filter_add_sum_filter_not
      ((powersetCard (m + 1) (univ : Finset ι)).filter fun S => a ∈ S) (fun S => b ∈ S),
      filter_filter, filter_filter]
  -- subsets containing both levels contribute equally and cancel
  have both : (powersetCard (m + 1) (univ : Finset ι)).filter (fun S => j ∈ S ∧ i ∈ S)
      = (powersetCard (m + 1) (univ : Finset ι)).filter (fun S => i ∈ S ∧ j ∈ S) :=
    filter_congr fun S _ => and_comm
  have symm : spectatorWeight w m j i = spectatorWeight w m i j := by
    unfold spectatorWeight
    rw [pair_comm]
  rw [split j i, split i j, both, exclusive_weight w m hij, exclusive_weight w m hij.symm, symm]
  ring

/-- For positive weights and `1 ≤ n < M`, with `M` the number of levels, level `i` is strictly
less occupied than level `j` exactly when its weight is strictly smaller. -/
theorem occupation_lt_iff {w : ι → ℝ} (hw : ∀ k, 0 < w k) {n : ℕ} (h1 : 1 ≤ n)
    (hn : n < Fintype.card ι) (i j : ι) :
    occupation w n i < occupation w n j ↔ w i < w j := by
  obtain ⟨m, rfl⟩ : ∃ m, n = m + 1 := ⟨n - 1, by omega⟩
  by_cases hij : i = j
  · subst hij
    simp
  have hZ := totalWeight_pos hw hn.le
  -- an empty level is left over, so spectator subsets exist
  have hR : 0 < spectatorWeight w m i j := by
    unfold spectatorWeight
    refine sum_pos (fun S _ => prod_pos fun k _ => hw k) (powersetCard_nonempty.2 ?_)
    have hc := le_card_sdiff ({i, j} : Finset ι) (univ : Finset ι)
    rw [card_pair hij, card_univ] at hc
    omega
  unfold occupation
  rw [div_lt_div_iff_of_pos_right hZ, ← sub_pos, occupiedWeight_sub w m hij,
    mul_pos_iff_of_pos_right hR, sub_pos]

/-- For positive weights, when `n` equals the number of levels every occupation is one. -/
theorem occupation_full {w : ι → ℝ} (hw : ∀ k, 0 < w k) (i : ι) :
    occupation w (Fintype.card ι) i = 1 := by
  have h : occupiedWeight w (Fintype.card ι) i = totalWeight w (Fintype.card ι) := by
    unfold occupiedWeight totalWeight
    rw [filter_true_of_mem]
    intro S hS
    rw [(card_eq_iff_eq_univ S).1 (mem_powersetCard.1 hS).2]
    exact mem_univ i
  unfold occupation
  rw [h, div_self (totalWeight_pos hw le_rfl).ne']

/-- For positive weights and `1 ≤ n < M`, a level `j` of largest weight is occupied strictly
above the mean filling `n / M` if some level `i` has a strictly smaller weight. -/
theorem mean_filling_lt {w : ι → ℝ} (hw : ∀ k, 0 < w k) {n : ℕ} (h1 : 1 ≤ n)
    (hn : n < Fintype.card ι) {i j : ι} (hmax : ∀ k, w k ≤ w j) (hij : w i < w j) :
    (n : ℝ) / Fintype.card ι < occupation w n j := by
  have hM : (0 : ℝ) < Fintype.card ι := by
    exact_mod_cast (by omega : 0 < Fintype.card ι)
  have hlt : ∑ k, occupation w n k < ∑ _k : ι, occupation w n j :=
    sum_lt_sum
      (fun k _ => not_lt.1 fun h =>
        not_lt_of_ge (hmax k) ((occupation_lt_iff hw h1 hn j k).1 h))
      ⟨i, mem_univ i, (occupation_lt_iff hw h1 hn i j).2 hij⟩
  rw [sum_occupation hw hn.le, sum_const, card_univ, nsmul_eq_mul] at hlt
  rw [div_lt_iff₀ hM]
  linarith

/-- The unnormalised amplitude of the configuration `S` of occupied pair levels in a diagonal
geminal state with pair amplitudes `g`. -/
def geminalAmplitude (g : ι → ℂ) (S : Finset ι) : ℂ := ∏ k ∈ S, g k

/-- The pair occupation of level `i` in the geminal state projected on `n` pairs. Its domain is
a projected state of nonzero norm. -/
def geminalOccupation (g : ι → ℂ) (n : ℕ) (i : ι) : ℝ :=
  (∑ S ∈ powersetCard n (univ : Finset ι) with i ∈ S, ‖geminalAmplitude g S‖ ^ 2)
    / ∑ S ∈ powersetCard n (univ : Finset ι), ‖geminalAmplitude g S‖ ^ 2

/-- In a diagonal geminal state with nonzero pair amplitudes, projected on `1 ≤ n < M` pairs in
`M` levels, the pair occupations sum to `n` and are ordered strictly as the moduli of the
pair amplitudes. -/
theorem geminal_occupations {g : ι → ℂ} (hg : ∀ k, g k ≠ 0) {n : ℕ} (h1 : 1 ≤ n)
    (hn : n < Fintype.card ι) :
    ∑ i, geminalOccupation g n i = n ∧
      ∀ i j, geminalOccupation g n i < geminalOccupation g n j ↔ ‖g i‖ < ‖g j‖ := by
  -- the squared amplitude is a product of level weights
  have h : ∀ i, geminalOccupation g n i = occupation (fun k => ‖g k‖ ^ 2) n i := by
    intro i
    simp only [geminalOccupation, geminalAmplitude, occupation, occupiedWeight, totalWeight,
      norm_prod, prod_pow]
  have hw : ∀ k, 0 < (fun k => ‖g k‖ ^ 2) k := fun k => pow_pos (norm_pos_iff.2 (hg k)) 2
  simp only [h]
  refine ⟨sum_occupation hw hn.le, fun i j => ?_⟩
  rw [occupation_lt_iff hw h1 hn i j]
  exact pow_lt_pow_iff_left₀ (norm_nonneg _) (norm_nonneg _) two_ne_zero

end

end GeminalOccupations
```

```lean
#print axioms GeminalOccupations.occupation_full
#print axioms GeminalOccupations.mean_filling_lt
#print axioms GeminalOccupations.geminal_occupations
```

```
'GeminalOccupations.occupation_full' depends on axioms: [propext, Classical.choice, Quot.sound]
'GeminalOccupations.mean_filling_lt' depends on axioms: [propext, Classical.choice, Quot.sound]
'GeminalOccupations.geminal_occupations' depends on axioms: [propext, Classical.choice, Quot.sound]
```

## Occupations as subset probabilities

The levels are the elements of the finite type `ι`, so M is `Fintype.card ι`, and `powersetCard n univ` is the set of all n-subsets S. Three quantities carry the statement:

Z = Σ_S ∏_{k∈S} w_k  (`totalWeight`)

A_i = Σ_{S∋i} ∏_{k∈S} w_k  (`occupiedWeight`)

p_i = A_i / Z  (`occupation`)

The weights need not be normalised, since division by Z turns the subset products ∏_{k∈S} w_k into probabilities. The hypothesis `hw` makes every weight positive. The sum rule `sum_occupation` needs only n ≤ M, while the ordering `occupation_lt_iff` needs 1 ≤ n < M.

## Pairs in a diagonal geminal

Let the levels be orthonormal orbitals. A diagonal geminal creates an opposite-spin pair in level k with complex amplitude g_k, and each level holds one pair or none. Projected on n pairs, the state gives the configuration S an amplitude proportional to ∏_{k∈S} g_k, with a common factor that cancels on normalisation. `geminalAmplitude` takes this product as its definition; the operator construction of the state is not formalised. The probability of S is then proportional to the product of the weights

w_k = |g_k|²,

so the phases of the g_k have no effect on the occupations. `geminal_occupations` states the sum rule and the ordering by |g_k| for nonzero amplitudes, which means that every level takes part in the pairing. It counts pairs; the mean number of electrons in a level is twice its pair occupation.

In variational Monte Carlo, this fixes the order of the exact pair occupations for a bare diagonal geminal trial state in a finite set of levels. A Jastrow factor generally destroys the product form of the probabilities, and the theorem then does not apply. Off-diagonal pairing generally destroys it in the given orbitals. For a singlet geminal, however, the pairing matrix is symmetric and a unitary change of orbitals makes it diagonal, so the theorem can be applied to the new levels with nonzero amplitude, provided that there are more than n of them.

## Each subset is counted n times

Z is a sum of positive products, and it has at least one term because n ≤ M; this is `totalWeight_pos`. Exchanging the sums over levels and subsets gives

Σ_i A_i = Σ_S |S| ∏_{k∈S} w_k = nZ,

and division by Z gives Σ_i p_i = n. In `sum_occupation` the exchange is `sum_comm`, and the membership of S in `powersetCard` supplies |S| = n.

## Only the exclusive subsets distinguish two levels

Take i ≠ j and split A_j into subsets that also contain i and subsets that do not. Let B be the weight of the subsets containing both levels. A subset with j but not i consists of j and n−1 spectators chosen from the other M−2 levels. With R the summed weight of all such spectator sets,

A_j = B + w_j R
A_i = B + w_i R

and therefore

p_j − p_i = (w_j − w_i) R / Z.

The code writes n = m + 1, and R is `spectatorWeight w m i j`. The lemma `exclusive_weight` proves the term w_j R through `sum_nbij'`, with removal and insertion of j as inverse maps. `occupiedWeight_sub` performs the split, identifies the two copies of B and subtracts.

Since n < M, we have n−1 ≤ M−2, so a spectator set exists and R > 0. For n = 1 it is the empty set, and R = 1. In `occupation_lt_iff`, `le_card_sdiff` and `omega` supply this count. The sign of p_j − p_i is then the sign of w_j − w_i, which proves both directions. If i = j, both strict inequalities are false.

For the geminal, `norm_prod` and `prod_pow` identify the squared modulus of the amplitude with the product of the |g_k|², and squaring preserves the order of nonnegative moduli.

## Full filling and the mean

At n = M the only subset contains every level, so every occupation is 1 (`occupation_full`), and unequal weights no longer produce unequal occupations.

For 1 ≤ n < M, let j have the largest weight and let some level have a smaller one. Then p_k ≤ p_j for all k, with strict inequality at least once. Summing over k gives

n = Σ_k p_k < M p_j,

so p_j > n/M. This is `mean_filling_lt`, where `sum_lt_sum` does the summation: a level of largest weight lies above the mean filling unless all weights are equal.
